# S(1) and the kinetic energy fix the specific mass shift in a finite matrix model

For a single electron, the sum S(1) of oscillator strengths weighted by excitation energy is 4/3 of the kinetic energy, but reading it that way for several electrons gives a wrong kinetic energy whenever the scalar products of different electrons' momenta do not average out. The theorems below identify the missing term, which is the specific mass shift up to a known factor, for finite matrices in which the commutator of Hamiltonian and dipole gives the total momentum.

In Lean 4 with Mathlib:

```lean
import Mathlib

open Matrix

namespace SpecificMassShift

noncomputable section

variable {n : Type*} [Fintype n] [DecidableEq n] {N : ℕ}

/-- The expectation value of the matrix `A` in the state `ψ`. -/
def expect (ψ : n → ℂ) (A : Matrix n n ℂ) : ℂ := star ψ ⬝ᵥ (A *ᵥ ψ)

/-- The scalar product `p_i · p_j` of the momenta of electrons `i` and `j`. -/
def momentumDot (p : Fin N → Fin 3 → Matrix n n ℂ) (i j : Fin N) : Matrix n n ℂ :=
  ∑ k, p i k * p j k

/-- The kinetic energy of the electrons in the state `ψ`, in atomic units. -/
def kineticEnergy (p : Fin N → Fin 3 → Matrix n n ℂ) (ψ : n → ℂ) : ℝ :=
  1 / 2 * ∑ j, (expect ψ (momentumDot p j j)).re

/-- The first-order specific mass shift (mass polarization) in the state `ψ`, in atomic units, with
`μ` the ratio of the electron mass to the nuclear mass. -/
def massPolarization (μ : ℝ) (p : Fin N → Fin 3 → Matrix n n ℂ) (ψ : n → ℂ) : ℝ :=
  μ * ∑ i, ∑ j with i < j, (expect ψ (momentumDot p i j)).re

/-- The dipole oscillator strength of the transition from state `o` to state `a`. -/
def oscillatorStrength (E : n → ℝ) (u : n → n → ℂ) (X : Fin 3 → Matrix n n ℂ) (o a : n) : ℝ :=
  2 / 3 * (E a - E o) * ∑ k, ‖star (u a) ⬝ᵥ (X k *ᵥ u o)‖ ^ 2

/-- The moment `S(1)`: oscillator strengths from state `o` weighted by excitation energy. -/
def S1 (E : n → ℝ) (u : n → n → ℂ) (X : Fin 3 → Matrix n n ℂ) (o : n) : ℝ :=
  ∑ a, oscillatorStrength E u X o a * (E a - E o)

/-- A Hermitian Hamiltonian with orthonormal eigenstates `u` and energies `E`, whose commutator
with the dipole matrices `X` gives the total of the Hermitian electron momenta `p`. -/
structure IsAtomModel (H : Matrix n n ℂ) (E : n → ℝ) (u : n → n → ℂ)
    (X : Fin 3 → Matrix n n ℂ) (p : Fin N → Fin 3 → Matrix n n ℂ) : Prop where
  hermitian : H.IsHermitian
  eigen : ∀ a, H *ᵥ u a = (E a : ℂ) • u a
  orthonormal : ∀ a b, star (u a) ⬝ᵥ u b = if a = b then 1 else 0
  momentum_hermitian : ∀ j k, (p j k).IsHermitian
  velocity : ∀ k, Complex.I • (H * X k - X k * H) = ∑ j, p j k

variable {H : Matrix n n ℂ} {E : n → ℝ} {u : n → n → ℂ}
  {X : Fin 3 → Matrix n n ℂ} {p : Fin N → Fin 3 → Matrix n n ℂ}

omit [DecidableEq n] in
/-- The expectation value of a sum of matrices is the sum of the expectation values. -/
theorem expect_sum {ι : Type*} [Fintype ι] (ψ : n → ℂ) (A : ι → Matrix n n ℂ) :
    expect ψ (∑ i, A i) = ∑ i, expect ψ (A i) :=
  map_sum (AddMonoidHom.mk' (expect ψ)
    (fun A B => by simp only [expect, Matrix.add_mulVec, dotProduct_add])) A Finset.univ

/-- A symmetric double sum over electrons is its diagonal plus twice the sum over pairs. -/
theorem sum_pairs (g : Fin N → Fin N → ℝ) (hg : ∀ i j, g i j = g j i) :
    ∑ i, ∑ j, g i j = ∑ j, g j j + 2 * ∑ i, ∑ j with i < j, g i j := by
  have split : ∀ i j, g i j = (if i = j then g i i else 0) + (if i < j then g i j else 0)
      + (if j < i then g j i else 0) := by
    intro i j
    rcases lt_trichotomy i j with h | h | h
    · simp [h, h.ne, h.not_gt]
    · subst h; simp
    · simp [h, h.ne', h.not_gt, hg i j]
  have swap : ∑ i, ∑ j, (if j < i then g j i else 0)
      = ∑ i, ∑ j, (if i < j then g i j else 0) := Finset.sum_comm
  have diag : ∑ i, ∑ j, (if i = j then g i i else 0) = ∑ j, g j j := by simp
  calc ∑ i, ∑ j, g i j
      = ∑ i, ∑ j, ((if i = j then g i i else 0) + (if i < j then g i j else 0)
        + (if j < i then g j i else 0)) :=
        Finset.sum_congr rfl fun i _ => Finset.sum_congr rfl fun j _ => split i j
    _ = _ := by
        simp only [Finset.sum_add_distrib, Finset.sum_filter]
        rw [swap, diag]
        ring

/-- Completeness: the squared overlaps of `v` with an orthonormal basis of states add up to
the squared norm of `v`. -/
theorem sum_overlaps (hu : ∀ a b, star (u a) ⬝ᵥ u b = if a = b then 1 else 0) (v : n → ℂ) :
    ∑ a, ‖star (u a) ⬝ᵥ v‖ ^ 2 = (star v ⬝ᵥ v).re := by
  let U : Matrix n n ℂ := Matrix.of fun a i => star (u a i)
  have hU : U * Uᴴ = 1 := by
    ext a b
    simpa [U, Matrix.mul_apply, Matrix.one_apply, dotProduct] using hu a b
  have hU' : Uᴴ * U = 1 := mul_eq_one_comm.mp hU
  have key : star (U *ᵥ v) ⬝ᵥ (U *ᵥ v) = star v ⬝ᵥ v := by
    rw [Matrix.star_mulVec, ← Matrix.dotProduct_mulVec, Matrix.mulVec_mulVec, hU',
      Matrix.one_mulVec]
  rw [← key, dotProduct, Complex.re_sum]
  refine Finset.sum_congr rfl fun a _ => ?_
  have ha : (U *ᵥ v) a = star (u a) ⬝ᵥ v := rfl
  rw [Pi.star_apply, ha]
  generalize star (u a) ⬝ᵥ v = z
  simp [Complex.sq_norm, Complex.normSq_apply]

/-- The matrix element of the total momentum between two eigenstates is `i` times the energy
difference times the dipole matrix element. -/
theorem momentum_element (h : IsAtomModel H E u X p) (o a : n) (k : Fin 3) :
    star (u a) ⬝ᵥ ((∑ j, p j k) *ᵥ u o)
      = Complex.I * ((E a - E o : ℝ) : ℂ) * (star (u a) ⬝ᵥ (X k *ᵥ u o)) := by
  -- the Hamiltonian acts to the left on the bra
  have left : star (u a) ᵥ* H = (E a : ℂ) • star (u a) := by
    have e := congrArg star (h.eigen a)
    rw [Matrix.star_mulVec, h.hermitian.eq] at e
    rw [e, star_smul]
    simp
  have hl : ∀ w, star (u a) ⬝ᵥ (H *ᵥ w) = (E a : ℂ) * (star (u a) ⬝ᵥ w) := by
    intro w
    rw [Matrix.dotProduct_mulVec, left, smul_dotProduct, smul_eq_mul]
  rw [← h.velocity k, Matrix.smul_mulVec, Matrix.sub_mulVec, ← Matrix.mulVec_mulVec,
    ← Matrix.mulVec_mulVec, h.eigen o, Matrix.mulVec_smul, dotProduct_smul, dotProduct_sub,
    hl, dotProduct_smul, smul_eq_mul, smul_eq_mul]
  push_cast
  ring

omit [DecidableEq n] in
/-- The squared total momentum in a state is the sum of the one-electron squares plus twice
the sum of the scalar products over electron pairs. -/
theorem total_momentum_sq (hp : ∀ j k, (p j k).IsHermitian) (ψ : n → ℂ) :
    ∑ k, (star ((∑ j, p j k) *ᵥ ψ) ⬝ᵥ ((∑ j, p j k) *ᵥ ψ)).re
      = ∑ j, (expect ψ (momentumDot p j j)).re
        + 2 * ∑ i, ∑ j with i < j, (expect ψ (momentumDot p i j)).re := by
  have hP : ∀ k, (∑ j, p j k)ᴴ = ∑ j, p j k := fun k => by
    rw [Matrix.conjTranspose_sum]
    exact Finset.sum_congr rfl fun j _ => (hp j k).eq
  have h1 : ∀ k, star ((∑ j, p j k) *ᵥ ψ) ⬝ᵥ ((∑ j, p j k) *ᵥ ψ)
      = expect ψ ((∑ j, p j k) * ∑ j, p j k) := fun k => by
    rw [Matrix.star_mulVec, hP, ← Matrix.dotProduct_mulVec, Matrix.mulVec_mulVec, expect]
  have h2 : ∑ k, (∑ j, p j k) * (∑ j, p j k) = ∑ i, ∑ j, momentumDot p i j := by
    simp only [Finset.sum_mul_sum, momentumDot]
    rw [Finset.sum_comm]
    exact Finset.sum_congr rfl fun i _ => Finset.sum_comm
  -- exchanging the electrons conjugates the expectation value
  have symm : ∀ i j, (expect ψ (momentumDot p i j)).re = (expect ψ (momentumDot p j i)).re := by
    intro i j
    have hd : (momentumDot p j i)ᴴ = momentumDot p i j := by
      rw [momentumDot, Matrix.conjTranspose_sum]
      exact Finset.sum_congr rfl fun k _ => by
        rw [Matrix.conjTranspose_mul, (hp i k).eq, (hp j k).eq]
    have hc : expect ψ (momentumDot p i j) = star (expect ψ (momentumDot p j i)) := by
      rw [← hd, expect, Matrix.star_dotProduct, Matrix.star_mulVec,
        Matrix.conjTranspose_conjTranspose, ← Matrix.dotProduct_mulVec, expect]
    rw [hc]
    simp
  rw [← sum_pairs _ symm]
  simp only [h1]
  rw [← Complex.re_sum, ← expect_sum, h2]
  simp only [expect_sum, Complex.re_sum]

/-- The moment `S(1)` of an eigenstate is two thirds of a total: the one-electron squared momenta
plus twice the scalar products of the momenta over electron pairs. -/
theorem S1_eq_momenta (h : IsAtomModel H E u X p) (o : n) :
    S1 E u X o = 2 / 3 * (∑ j, (expect (u o) (momentumDot p j j)).re
      + 2 * ∑ i, ∑ j with i < j, (expect (u o) (momentumDot p i j)).re) := by
  have hk : ∀ k, (star ((∑ j, p j k) *ᵥ u o) ⬝ᵥ ((∑ j, p j k) *ᵥ u o)).re
      = ∑ a, (E a - E o) ^ 2 * ‖star (u a) ⬝ᵥ (X k *ᵥ u o)‖ ^ 2 := fun k => by
    rw [← sum_overlaps h.orthonormal]
    refine Finset.sum_congr rfl fun a _ => ?_
    rw [momentum_element h, norm_mul, norm_mul, Complex.norm_I, Complex.norm_real, one_mul,
      mul_pow, Real.norm_eq_abs, sq_abs]
  rw [← total_momentum_sq h.momentum_hermitian, Finset.sum_congr rfl fun k _ => hk k,
    Finset.sum_comm, Finset.mul_sum, S1]
  refine Finset.sum_congr rfl fun a _ => ?_
  rw [← Finset.mul_sum, oscillatorStrength]
  ring

/-- The specific mass shift is the mass ratio times a difference: three quarters of `S(1)` minus the
kinetic energy. -/
theorem massPolarization_eq (h : IsAtomModel H E u X p) (μ : ℝ) (o : n) :
    massPolarization μ p (u o) = μ * (3 / 4 * S1 E u X o - kineticEnergy p (u o)) := by
  rw [S1_eq_momenta h, massPolarization, kineticEnergy]
  ring

/-- If the kinetic energy is minus the total energy, the specific mass shift follows from
`S(1)` and the energy of the state. -/
theorem massPolarization_of_virial (h : IsAtomModel H E u X p) (μ : ℝ) (o : n)
    (virial : kineticEnergy p (u o) = -E o) :
    massPolarization μ p (u o) = μ * (3 / 4 * S1 E u X o + E o) := by
  rw [massPolarization_eq h, virial]
  ring

/-- The specific mass shift is never below minus the mass ratio times the kinetic energy. -/
theorem massPolarization_lower_bound (h : IsAtomModel H E u X p) {μ : ℝ} (hμ : 0 ≤ μ) (o : n) :
    -(μ * kineticEnergy p (u o)) ≤ massPolarization μ p (u o) := by
  have hS : 0 ≤ S1 E u X o := by
    refine Finset.sum_nonneg fun a _ => ?_
    have e : oscillatorStrength E u X o a * (E a - E o)
        = 2 / 3 * (E a - E o) ^ 2 * ∑ k, ‖star (u a) ⬝ᵥ (X k *ᵥ u o)‖ ^ 2 := by
      rw [oscillatorStrength]
      ring
    rw [e]
    positivity
  rw [massPolarization_eq h]
  linarith [mul_nonneg hμ hS]

/-- A two-level model with two electrons meets all the hypotheses, and its lower state, of
energy `-3`, has kinetic energy `3`. -/
theorem isAtomModel_witness :
    IsAtomModel (N := 2) !![-3, 0; 0, -1] ![-3, -1] ![![1, 0], ![0, 1]]
      (fun _ => !![0, 1; 1, 0]) (fun _ _ => !![0, -Complex.I; Complex.I, 0]) ∧
    kineticEnergy (N := 2) (fun _ _ => !![0, -Complex.I; Complex.I, 0]) ![1, 0] = 3 := by
  refine ⟨⟨?_, ?_, ?_, ?_, ?_⟩, ?_⟩
  · ext i j
    fin_cases i <;> fin_cases j <;> simp
  · intro a
    ext i
    fin_cases a <;> fin_cases i <;> simp [Matrix.mulVec, dotProduct, Fin.sum_univ_two]
  · intro a b
    fin_cases a <;> fin_cases b <;> simp [dotProduct, Fin.sum_univ_two]
  · intro _ _
    ext i j
    fin_cases i <;> fin_cases j <;> simp
  · intro _
    rw [Fin.sum_univ_two]
    ext i j
    fin_cases i <;> fin_cases j <;>
      simp [Complex.ext_iff] <;> norm_num
  · simp only [kineticEnergy, momentumDot, Fin.sum_univ_two, Fin.sum_univ_three]
    simp [expect, Matrix.mulVec, dotProduct, Fin.sum_univ_two]
    norm_num

end

end SpecificMassShift
```

```lean
#print axioms SpecificMassShift.massPolarization_of_virial
-- 'SpecificMassShift.massPolarization_of_virial' depends on axioms: [propext, Classical.choice, Quot.sound]
#print axioms SpecificMassShift.massPolarization_lower_bound
-- 'SpecificMassShift.massPolarization_lower_bound' depends on axioms: [propext, Classical.choice, Quot.sound]
```

## The identity and its quantities

Let H be the Hamiltonian matrix, u_a its orthonormal eigenvectors and E_a their energies. The state of interest is u_o, which may be any eigenstate, ground or excited. X_k is the component k = 1, 2, 3 of the total electron position, and p_jk is component k of the momentum of electron j. Atomic units are used, so ħ and the electron mass are 1. The oscillator strengths and their moment are

f_a = (2/3)(E_a − E_o) Σ_k |⟨u_a, X_k u_o⟩|²

S(1) = Σ_a f_a (E_a − E_o).

Write p_i·p_j = Σ_k p_ik p_jk, and let ⟨ ⟩ be the expectation value in u_o. The main theorem, `S1_eq_momenta`, states

S(1) = (2/3)[Σ_j ⟨p_j·p_j⟩ + 2 Σ_(i<j) Re⟨p_i·p_j⟩].

The two sums on the right correspond to two recoil effects. In the centre-of-mass frame the nucleus carries the momentum opposite to the total electron momentum, so its kinetic energy contains the square of Σ_j p_j. The one-electron squares give the normal mass shift, and the products over pairs give the specific mass shift, also called mass polarization. With μ the ratio of electron mass to nuclear mass, the latter is, to first order,

ΔE = μ Σ_(i<j) Re⟨p_i·p_j⟩.

With the kinetic energy T = (1/2) Σ_j ⟨p_j·p_j⟩, the identity becomes `massPolarization_eq`:

ΔE = μ((3/4) S(1) − T).

In nonrelativistic isotope-shift work, this links a dipole sum to a two-electron expectation value, exactly so for finite matrices that satisfy the commutator relation.

## What the matrices stand for

The type `n` labels both the components of a vector and the eigenstates. There are therefore as many orthonormal states as dimensions, and completeness follows without being assumed. The expression `star (u a) ⬝ᵥ v` is the inner product ⟨u_a, v⟩, conjugate-linear on the left. `N` is the number of electrons, and `Fin 3` labels the Cartesian components.

`IsAtomModel` collects the hypotheses: H is Hermitian, the u_a are orthonormal eigenvectors with real energies, every p_jk is Hermitian, and

i(H X_k − X_k H) = Σ_j p_jk.

This last field, `velocity`, says that the total position changes at the rate given by the total momentum. It is true of a nonrelativistic Hamiltonian with kinetic energy Σ_j p_j²/2 and a local potential. Here it is assumed, and matrices obtained by projecting H, X_k and p_jk separately onto a truncated basis generally satisfy it only approximately. Projection also affects the products: `momentumDot` multiplies the matrices of p_ik and p_jk, and in a truncated basis this product is generally not the matrix of p_i·p_j. The same holds for a basis of antisymmetric states alone, because the momentum of a single electron leads out of it. The X_k need not be Hermitian.

The real part in the pair terms is needed because momenta of different electrons are not assumed to commute. Nor does the structure impose a Coulomb potential, antisymmetry or canonical commutators between position and momentum. Continuum states and relativistic recoil are not covered.

`massPolarization_of_virial` adds the hypothesis T = −E_o, the virial relation for exact bound states of a nonrelativistic Coulomb system with a fixed nucleus. It then gives

ΔE = μ((3/4) S(1) + E_o).

## From dipole elements to the squared total momentum

Let P_k = Σ_j p_jk. Since H is Hermitian and E_a is real, ⟨u_a, H w⟩ = E_a⟨u_a, w⟩ for every vector w. Therefore

⟨u_a, P_k u_o⟩ = i⟨u_a, (H X_k − X_k H) u_o⟩ = i(E_a − E_o)⟨u_a, X_k u_o⟩.

This is `momentum_element`. Its steps `left` and `hl` let H act on the bra; the rewrites then insert the commutator and use the eigenvalue equation on the ket.

Taking squared absolute values removes the factor i:

|⟨u_a, P_k u_o⟩|² = (E_a − E_o)² |⟨u_a, X_k u_o⟩|².

Completeness turns the sum over a into a norm:

Σ_a |⟨u_a, P_k u_o⟩|² = ⟨P_k u_o, P_k u_o⟩.

`sum_overlaps` proves this for any vector. It puts the conjugated eigenvectors into the rows of a matrix U. Orthonormality says U U† = 1, and because U is square and finite, U† U = 1 follows, so U preserves norms.

Summing over k and multiplying by 2/3 gives

S(1) = (2/3) Σ_k ⟨P_k u_o, P_k u_o⟩.

## Separating single electrons from pairs

Each P_k is Hermitian, so the squared norm is an expectation value:

Σ_k ⟨P_k u_o, P_k u_o⟩ = Σ_k ⟨P_k P_k⟩ = Σ_i Σ_j ⟨p_i·p_j⟩.

The left side is real, so only real parts contribute on the right. Taking the adjoint reverses each product:

(p_i·p_j)† = Σ_k p_jk p_ik = p_j·p_i.

Hence ⟨p_i·p_j⟩ and ⟨p_j·p_i⟩ are complex conjugates with equal real parts. The terms with i < j match those with j < i, leaving the diagonal plus twice the pair sum:

Σ_i Σ_j Re⟨p_i·p_j⟩ = Σ_j ⟨p_j·p_j⟩ + 2 Σ_(i<j) Re⟨p_i·p_j⟩.

In `total_momentum_sq`, `h1` turns the norm into an expectation value, `h2` expands the product, and `symm` proves the equality of real parts. `expect_sum` moves the expectation value through the sums. `sum_pairs` does the counting: it splits each term by whether i = j, i < j or j < i, and exchanges the summation order in the last group.

`S1_eq_momenta` joins the two halves. Substituting the definitions of T and ΔE then gives

μ(3/4) S(1) = μT + ΔE,

which is `massPolarization_eq` rearranged. Each term of S(1) contains the square (E_a − E_o)², so S(1) ≥ 0 even for an excited state. For μ ≥ 0 this yields `massPolarization_lower_bound`:

ΔE ≥ −μT.

## Two levels and two electrons

The following matrices illustrate the algebra and do not describe a real atom: their oscillator strengths from the lower state add up to 4, whereas those of a two-electron atom add up to 2. Take energies −3 and −1, with the lower state as u_o. Every X_k is the matrix with rows (0, 1) and (1, 0), and every p_jk is the matrix with rows (0, −i) and (i, 0). The commutator relation holds, since i(H X_k − X_k H) has rows (0, −2i) and (2i, 0), the sum of two equal momenta.

The excitation energy is 2 and each of the three dipole elements has modulus 1, so

f = (2/3) · 2 · 3 = 4 and S(1) = 4 · 2 = 8.

Each momentum matrix squares to the identity. Thus ⟨p_1·p_1⟩ = ⟨p_2·p_2⟩ = ⟨p_1·p_2⟩ = 3, and the right side of the identity is

(2/3)[6 + 2 · 3] = 8.

The kinetic energy is T = 3 = −E_o, so the virial form applies as well: ΔE = μ(6 − 3) = 3μ. Reading S(1) as 4/3 of the kinetic energy would have given 6, twice the correct value. `isAtomModel_witness` confirms the hypotheses and the value of T for these matrices.

## A commutator relation for each electron

A more detailed model would give every electron its own position matrices x_jk, with X_k = Σ_j x_jk, and require i(H x_jk − x_jk H) = p_jk for each j. Adding these relations recovers `velocity`, so the identity for S(1) would be unchanged, under a stronger hypothesis. The gain would be a separate expression for each pair:

⟨p_i·p_j⟩ = Σ_k Σ_a (E_a − E_o)² ⟨u_o, x_ik u_a⟩⟨u_a, x_jk u_o⟩.

For real electrons, this sum over a must include eigenvectors that are not antisymmetric, because x_jk acts on one electron alone. The version proved above needs only the total dipole, which is also all that enters the oscillator strengths.
